# The number of plane waves within a cutoff, integrated over a reciprocal cell, equals the volume of the cutoff ball

In a plane-wave calculation, the basis at wave vector `k` consists of the waves `k + G`, with `G` in the reciprocal lattice, whose length is at most a cutoff `g`, and its size changes with `k`. The theorem `integral_basisSize` says that this size is integrable over the half-open parallelepiped spanned by the lattice's basis vectors, and that its integral is the volume of the closed ball of radius `g`. It holds in any finite dimension, for the lattice generated by any basis of the space and for any real `g`; no Hamiltonian enters. The proof writes the size as a lattice sum of the ball's indicator function and uses the tiling of space by translates of the cell to turn the integral of that sum into the ball's volume. This is done with extended non-negative values, and the last steps carry the result over to real numbers.

The first attempt, which Lean rejects:

```lean
import Mathlib

open MeasureTheory Metric Module
open scoped ENNReal Real

namespace IntegralBasisSize

noncomputable section

/-- Euclidean space of dimension `d`, home of positions and of wave vectors. -/
abbrev Space (d : ℕ) := EuclideanSpace ℝ (Fin d)

variable {d : ℕ}

/-- The lattice of all integer combinations of the basis vectors `b i`. -/
abbrev lattice (b : Basis (Fin d) ℝ (Space d)) : AddSubgroup (Space d) :=
  (Submodule.span ℤ (Set.range b)).toAddSubgroup

/-- The half-open parallelepiped spanned by the basis vectors `b i`. -/
abbrev cell (b : Basis (Fin d) ℝ (Space d)) : Set (Space d) :=
  ZSpan.fundamentalDomain b

/-- The lattice vectors `G` whose plane wave `k + G` lies within the cutoff radius `g`. -/
def planeWaves (b : Basis (Fin d) ℝ (Space d)) (g : ℝ) (k : Space d) : Set (lattice b) :=
  {G | ‖k + (G : Space d)‖ ≤ g}

/-- The number of plane waves in the basis at wave vector `k`. -/
def basisSize (b : Basis (Fin d) ℝ (Space d)) (g : ℝ) (k : Space d) : ℕ :=
  (planeWaves b g k).ncard

/-- At every wave vector a finite cutoff admits only finitely many plane waves. -/
theorem planeWaves_finite (b : Basis (Fin d) ℝ (Space d)) (g : ℝ) (k : Space d) :
    (planeWaves b g k).Finite := by
  have h := ZSpan.setFinite_inter b (isBounded_closedBall (x := -k) (r := g))
  refine (h.preimage Subtype.val_injective.injOn).subset fun G hG => ⟨?_, G.2⟩
  rw [mem_closedBall, dist_eq_norm, sub_neg_eq_add, add_comm]
  exact hG

instance (b : Basis (Fin d) ℝ (Space d)) : Countable (lattice b) :=
  countable_of_Lindelof_of_discrete

/-- The basis size is the lattice sum of the indicator function of the cutoff ball. -/
theorem basisSize_eq_tsum (b : Basis (Fin d) ℝ (Space d)) (g : ℝ) (k : Space d) :
    (basisSize b g k : ℝ≥0∞) = ∑' G : lattice b,
      (closedBall (0 : Space d) g).indicator (1 : Space d → ℝ≥0∞) ((G : Space d) + k) := by
  have hfin := planeWaves_finite b g k
  have h1 : ∀ G ∈ hfin.toFinset, (closedBall (0 : Space d) g).indicator
      (1 : Space d → ℝ≥0∞) ((G : Space d) + k) = 1 := by
    intro G hG
    refine Set.indicator_of_mem ?_ _
    rw [mem_closedBall_zero_iff, add_comm]
    exact hfin.mem_toFinset.1 hG
  have h0 : ∀ G ∉ hfin.toFinset, (closedBall (0 : Space d) g).indicator
      (1 : Space d → ℝ≥0∞) ((G : Space d) + k) = 0 := by
    intro G hG
    refine Set.indicator_of_notMem (fun h => hG (hfin.mem_toFinset.2 ?_)) _
    rw [mem_closedBall_zero_iff, add_comm] at h
    exact h
  rw [tsum_eq_sum h0, Finset.sum_congr rfl h1, basisSize, Set.ncard_eq_toFinset_card _ hfin]
  simp only [Finset.sum_const, nsmul_eq_mul, mul_one]

/-- In any dimension the basis size is integrable over the reciprocal cell, and its integral
is the volume of the cutoff ball. -/
theorem integral_basisSize (b : Basis (Fin d) ℝ (Space d)) (g : ℝ) :
    IntegrableOn (fun k => (basisSize b g k : ℝ)) (cell b) ∧
      ∫ k in cell b, (basisSize b g k : ℝ) = volume.real (closedBall (0 : Space d) g) := by
  have hm : ∀ G : lattice b, Measurable fun k : Space d =>
      (closedBall (0 : Space d) g).indicator (1 : Space d → ℝ≥0∞) ((G : Space d) + k) :=
    fun G => (measurable_one.indicator measurableSet_closedBall).comp (measurable_const_add _)
  have hN : Measurable fun k => (basisSize b g k : ℝ≥0∞) := by
    simp_rw [basisSize_eq_tsum]
    exact Measurable.ennreal_tsum hm
  -- the translates of the cell tile space, so the lattice sum unfolds to the whole ball
  have hI : ∫⁻ k in cell b, (basisSize b g k : ℝ≥0∞) = volume (closedBall (0 : Space d) g) := by
    have key := (ZSpan.isAddFundamentalDomain' b volume).lintegral_eq_tsum''
      ((closedBall (0 : Space d) g).indicator (1 : Space d → ℝ≥0∞))
    rw [lintegral_indicator_one measurableSet_closedBall] at key
    simp_rw [basisSize_eq_tsum]
    rw [lintegral_tsum fun G => (hm G).aemeasurable]
    exact key.symm
  have hfin : ∫⁻ k in cell b, (basisSize b g k : ℝ≥0∞) ≠ ∞ := by
    rw [hI]
    exact measure_closedBall_lt_top.ne
  constructor
  · have h := integrable_toReal_of_lintegral_ne_top hN.aemeasurable hfin
    simpa only [ENNReal.toReal_natCast] using h
  · have h := integral_toReal (μ := volume.restrict (cell b)) hN.aemeasurable
      (Filter.Eventually.of_forall fun k => ENNReal.natCast_lt_top (basisSize b g k))
    rw [hI] at h
    simpa only [ENNReal.toReal_natCast] using h

end

end IntegralBasisSize
```

Lean reports:

```
Main.lean:72:10: warning: `Measurable.ennreal_tsum` has been deprecated: Use `Measurable.tsum` from `Mathlib.MeasureTheory.Constructions.Polish.Basic` instead
Main.lean:86:4: error: Type mismatch: After simplification, term
  h
 has type
  Integrable (fun x => ↑(basisSize b g x)) (volume.restrict (cell b))
but is expected to have type
  IntegrableOn (fun k => ↑(basisSize b g k)) (cell b) volume
Main.lean:90:4: error: Type mismatch: After simplification, term
  h
 has type
  @Eq ℝ (∫ (a : Space d) in cell b, ↑(basisSize b g a)) (volume (closedBall 0 g)).toReal
but is expected to have type
  @Eq ℝ (∫ (k : Space d) in cell b, ↑(basisSize b g k)) (volume.real (closedBall 0 g))
```

Cause. Both errors come in those last steps, and in each the fact `h` is already the one wanted, written differently. `IntegrableOn f s μ` is by definition `Integrable f (μ.restrict s)`, and `volume.real s` is by definition `(volume s).toReal`. The call `simpa only [ENNReal.toReal_natCast] using h` does simplify the casts, as the messages show, but its final comparison of `h` with the goal does not unfold these definitions, and the one lemma it was given does not rewrite them either. So Lean reports a type mismatch.

The repair splits the step in two. `simp only [ENNReal.toReal_natCast] at h` simplifies the casts in `h`, and `exact h` then checks it against the goal, this time unfolding the definitions as needed, so the two forms agree.

Replacing `Measurable.ennreal_tsum` by `Measurable.tsum` only answers the deprecation warning and has no part in curing the errors.

After these edits no error is left:

```diff
@@ -70,5 +70,5 @@
   have hN : Measurable fun k => (basisSize b g k : ℝ≥0∞) := by
     simp_rw [basisSize_eq_tsum]
-    exact Measurable.ennreal_tsum hm
+    exact Measurable.tsum hm
   -- the translates of the cell tile space, so the lattice sum unfolds to the whole ball
   have hI : ∫⁻ k in cell b, (basisSize b g k : ℝ≥0∞) = volume (closedBall (0 : Space d) g) := by
@@ -84,9 +84,11 @@
   constructor
   · have h := integrable_toReal_of_lintegral_ne_top hN.aemeasurable hfin
-    simpa only [ENNReal.toReal_natCast] using h
+    simp only [ENNReal.toReal_natCast] at h
+    exact h
   · have h := integral_toReal (μ := volume.restrict (cell b)) hN.aemeasurable
       (Filter.Eventually.of_forall fun k => ENNReal.natCast_lt_top (basisSize b g k))
     rw [hI] at h
-    simpa only [ENNReal.toReal_natCast] using h
+    simp only [ENNReal.toReal_natCast] at h
+    exact h
 
 end
```
